# A magnetic virial theorem from dilation commutators

## Commutators read between states

The generator of dilations \(G\) and the terms of an atomic Hamiltonian are unbounded operators, so a relation such as \([G,T]=2iT\) needs a domain on which the products \(GT\) and \(TG\) make sense. A domain that all the operators map into itself would do, but it excludes the hydrogen ground state: applying the Coulomb potential twice gives a function that behaves as \(1/r^2\) at the nucleus and is not square-integrable.

The relation is therefore read between states. All operators are linear maps from one subspace \(D\) of a complex inner-product space \(H\) into \(H\), and \([G,A]=ikA\) with real weight \(k\) means

\[
\langle G\varphi,A\chi\rangle-\langle A\varphi,G\chi\rangle=ik\,\langle\varphi,A\chi\rangle
\qquad(\varphi,\chi\in D).
\]

No product of operators occurs. When \(G\) and \(A\) are symmetric, this is the ordinary commutator relation with the left factor of each product moved across the inner product. The inner product is linear in its second argument.

## An atom in a uniform field

Take an atom with its nucleus fixed at the origin, in atomic units, with a field \(B\) along \(z\) and the symmetric gauge centred on the nucleus. Without spin, the Hamiltonian is \(K+V\) with \(K=T+BL+B^2Q\). Here \(T=\sum p^2/2\), \(L\) is half the \(z\)-component of the angular momentum, \(Q=\sum(x^2+y^2)/8\), and \(V\) is the Coulomb energy.

With \(G=\tfrac12\sum(\mathbf r\cdot\mathbf p+\mathbf p\cdot\mathbf r)\), the weights of \(T,V,L,Q\) are \(2,1,0,-2\). They express how each term scales when all electron coordinates are stretched. In a molecule with clamped nuclei, \(V\) does not have weight 1 under this \(G\).

## The statement

Write \(\langle A\rangle=\langle\psi,A\psi\rangle\). If \(G\) is symmetric, the four weights are as above, and \((K+V)\psi=E\psi\) with \(E\) real, then

\[
2\langle K\rangle+\langle V\rangle=2B\bigl(\langle L\rangle+2B\langle Q\rangle\bigr).
\]

This is `magnetic_virial`. `SymmetricOn` states symmetry on \(D\), `HasDilationWeight G A k` is the relation displayed earlier, and `hamiltonian` is `kinetic` plus `V`. The function `average` does not divide by \(\|\psi\|^2\). Both sides of the identity scale with this factor, so \(\psi\) need not be normalised.

The second form, `magnetic_virial_slope`, replaces the right side by \(2B\,dE/dB\). It also assumes that \(T,V,L,Q\) are symmetric and that eigenstates with real energies are given for all fields near \(B\), continuous in norm at \(B\) and normalised there. The existence of such a family is a hypothesis, which level crossings can make delicate.

The operators are abstract: applying the result to an atom requires a domain \(D\) that contains the eigenstate and on which \(G\) is symmetric and the weights hold. For exact eigenstates of such a fixed-nucleus model, the identity links the energy components to the magnetic response, and so offers a consistency test for computed values; a state from a finite basis need not satisfy it.

## From the weights to the identity

Since \(E\) is real and \(G\) symmetric,

\[
\langle G\psi,(K+V)\psi\rangle-\langle (K+V)\psi,G\psi\rangle
=E\bigl(\langle G\psi,\psi\rangle-\langle\psi,G\psi\rangle\bigr)=0 .
\]

Expanding \(K+V\) and inserting the weights gives

\[
0=i\bigl(2\langle T\rangle+\langle V\rangle+0\cdot B\langle L\rangle-2B^2\langle Q\rangle\bigr),
\]

hence \(2\langle T\rangle+\langle V\rangle=2B^2\langle Q\rangle\). Adding \(2B\langle L\rangle+2B^2\langle Q\rangle\) to both sides turns \(T\) into \(K\) on the left and gives \(2B\langle L\rangle+4B^2\langle Q\rangle\) on the right, which is the claim. At \(B=0\) it is the usual \(2\langle T\rangle+\langle V\rangle=0\).

## The slope of the energy

Let \(\psi_b\) be the eigenstate at field \(b\), with energy \(E_b\). Take the inner product of \(\psi_B\) with the equation at \(b\), and of the equation at \(B\) with \(\psi_b\), and subtract. By symmetry \(T\) and \(V\) cancel:

\[
(E_b-E_B)\langle\psi_B,\psi_b\rangle
=(b-B)\bigl(\langle L\psi_B,\psi_b\rangle+(b+B)\langle Q\psi_B,\psi_b\rangle\bigr).
\]

Near \(B\) the overlap \(\langle\psi_B,\psi_b\rangle\) is nonzero, because it tends to 1. For \(b\neq B\) we may divide by it and by \(b-B\). The vectors \(L\psi_B\) and \(Q\psi_B\) are fixed, so continuity of \(\psi_b\) suffices for the limit

\[
\frac{dE}{dB}=\langle L\rangle+2B\langle Q\rangle .
\]

This is the Hellmann–Feynman formula for this particular field dependence. Inserting it into the virial identity gives the second form.

## Why \(\mathbf r\cdot\mathbf p\) is the wrong generator here

In an ordinary commutator \(\mathbf r\cdot\mathbf p\) serves as well as its symmetrised version, since for one electron they differ by the constant \(3i/2\). Between states the constant does not cancel: it lowers every weight of a symmetric operator by 3.

With \(\mathbf r\cdot\mathbf p\) the weights are therefore no longer \(2,1,0,-2\), and the theorem does not apply. Nor can the symmetry of \(G\) simply be dropped from its hypotheses, as an example on a one-dimensional space shows. Let \(D=H=\mathbb C\), \(G=-i\), \(T=1\), \(V=L=Q=0\) and \(B=0\). All four weight relations hold and every state has energy 1, yet for a unit vector the identity would read \(2=0\). What is missing is that \(\langle\psi,G\psi\rangle\) be real, and the derivation uses no more of the symmetry of \(G\) than this.

## The Lean file

```lean
import Mathlib

open Filter
open scoped InnerProductSpace Topology ComplexConjugate

namespace MagneticVirial

noncomputable section

variable {H : Type*} [NormedAddCommGroup H] [InnerProductSpace ℂ H] {D : Submodule ℂ H}

/-- An operator with domain `D` is symmetric if it can be moved across the inner product
between any two states of `D`. -/
def SymmetricOn (A : D →ₗ[ℂ] H) : Prop :=
  ∀ φ χ : D, ⟪A φ, (χ : H)⟫_ℂ = ⟪(φ : H), A χ⟫_ℂ

/-- The relation `⟨G φ, A χ⟩ - ⟨A φ, G χ⟩ = i k ⟨φ, A χ⟩` for all states of the domain `D`. For
symmetric `G` and `A` it is the commutation relation `[G, A] = i k A` read between states. -/
def HasDilationWeight (G A : D →ₗ[ℂ] H) (k : ℝ) : Prop :=
  ∀ φ χ : D, ⟪G φ, A χ⟫_ℂ - ⟪A φ, G χ⟫_ℂ = (k : ℂ) * Complex.I * ⟪(φ : H), A χ⟫_ℂ

/-- The average `⟨ψ, A ψ⟩`, not divided by the squared norm of `ψ`. -/
def average (A : D →ₗ[ℂ] H) (ψ : D) : ℂ := ⟪(ψ : H), A ψ⟫_ℂ

/-- The kinetic energy in a magnetic field `B`: field-free part `T`, paramagnetic part `B L`
and diamagnetic part `B² Q`. -/
def kinetic (T L Q : D →ₗ[ℂ] H) (B : ℝ) : D →ₗ[ℂ] H :=
  T + (B : ℂ) • L + ((B : ℂ) ^ 2) • Q

/-- The Hamiltonian in a magnetic field `B`: kinetic energy plus potential `V`. -/
def hamiltonian (T V L Q : D →ₗ[ℂ] H) (B : ℝ) : D →ₗ[ℂ] H :=
  kinetic T L Q B + V

/-- If symmetric operators `G` and `A` map the domain into itself and obey
`G A - A G = i k A` there, then the relation holds between matrix elements. -/
theorem hasDilationWeight_of_commutator (G A : D →ₗ[ℂ] D) (k : ℝ)
    (hG : SymmetricOn (D.subtype ∘ₗ G)) (hA : SymmetricOn (D.subtype ∘ₗ A))
    (h : G ∘ₗ A - A ∘ₗ G = ((k : ℂ) * Complex.I) • A) :
    HasDilationWeight (D.subtype ∘ₗ G) (D.subtype ∘ₗ A) k := by
  intro φ χ
  have h1 := hG φ (A χ)
  have h2 := hA φ (G χ)
  have h3 := congrArg (fun F : D →ₗ[ℂ] D => ⟪(φ : H), ((F χ : D) : H)⟫_ℂ) h
  simp only [LinearMap.comp_apply, Submodule.subtype_apply, LinearMap.sub_apply,
    LinearMap.smul_apply, Submodule.coe_sub, Submodule.coe_smul, inner_sub_right,
    inner_smul_right] at h1 h2 h3 ⊢
  linear_combination h1 - h2 + h3

/-- Hypervirial theorem: for a symmetric `G` and an eigenstate `ψ` of `A` with real eigenvalue,
`⟨G ψ, A ψ⟩ - ⟨A ψ, G ψ⟩ = 0`. If `A` is symmetric too, the left side is the average of the
commutator `[G, A]`, read between states. -/
theorem hypervirial {G A : D →ₗ[ℂ] H} (hG : SymmetricOn G) {ψ : D} {energy : ℝ}
    (h : A ψ = (energy : ℂ) • (ψ : H)) :
    ⟪G ψ, A ψ⟫_ℂ - ⟪A ψ, G ψ⟫_ℂ = 0 := by
  rw [h, inner_smul_left, inner_smul_right, hG ψ ψ, Complex.conj_ofReal, sub_self]

/-- Magnetic virial theorem: let `G` be symmetric and let `T, V, L, Q` have the weights
`2, 1, 0, -2` under `G`, in the sense of `HasDilationWeight`. In an eigenstate of the Hamiltonian
with real energy, `2⟨K⟩ + ⟨V⟩ = 2B(⟨L⟩ + 2B⟨Q⟩)`, where `K` is the kinetic energy in the field. -/
theorem magnetic_virial {G T V L Q : D →ₗ[ℂ] H} (hG : SymmetricOn G)
    (hT : HasDilationWeight G T 2) (hV : HasDilationWeight G V 1)
    (hL : HasDilationWeight G L 0) (hQ : HasDilationWeight G Q (-2))
    {B energy : ℝ} {ψ : D} (h : hamiltonian T V L Q B ψ = (energy : ℂ) • (ψ : H)) :
    2 * average (kinetic T L Q B) ψ + average V ψ
      = 2 * B * (average L ψ + 2 * B * average Q ψ) := by
  have h0 := hypervirial hG h
  have hT' := hT ψ ψ
  have hV' := hV ψ ψ
  have hL' := hL ψ ψ
  have hQ' := hQ ψ ψ
  push_cast at hT' hV' hL' hQ'
  simp only [hamiltonian, kinetic, average, LinearMap.add_apply, LinearMap.smul_apply,
    inner_add_left, inner_add_right, inner_smul_left, inner_smul_right, map_pow,
    Complex.conj_ofReal] at h0 ⊢
  -- each term of the Hamiltonian contributes its weight times its average
  have hX : Complex.I * (2 * ⟪(ψ : H), T ψ⟫_ℂ + ⟪(ψ : H), V ψ⟫_ℂ
      - 2 * (B : ℂ) ^ 2 * ⟪(ψ : H), Q ψ⟫_ℂ) = 0 := by
    linear_combination h0 - hT' - hV' - (B : ℂ) * hL' - (B : ℂ) ^ 2 * hQ'
  have hY := (mul_eq_zero.mp hX).resolve_left Complex.I_ne_zero
  linear_combination hY

/-- Hellmann–Feynman theorem for the field: let `T, V, L, Q` be symmetric and let eigenstates
with real energies be given for all fields near `B`, continuous in norm at `B` and normalised
there. Then the energy is differentiable at `B` with derivative `⟨L⟩ + 2B⟨Q⟩`. -/
theorem hellmann_feynman_field {T V L Q : D →ₗ[ℂ] H} (hT : SymmetricOn T)
    (hV : SymmetricOn V) (hL : SymmetricOn L) (hQ : SymmetricOn Q)
    {B : ℝ} {energy : ℝ → ℝ} {ψ : ℝ → D}
    (hEig : ∀ᶠ b in 𝓝 B, hamiltonian T V L Q b (ψ b) = (energy b : ℂ) • (ψ b : H))
    (hψ : ContinuousAt (fun b => (ψ b : H)) B) (hnorm : ‖(ψ B : H)‖ = 1) :
    HasDerivAt (fun b : ℝ => (energy b : ℂ))
      (average L (ψ B) + 2 * B * average Q (ψ B)) B := by
  have hc (x : H) : ContinuousAt (fun b => ⟪x, (ψ b : H)⟫_ℂ) B :=
    ContinuousAt.comp (g := fun y : H => ⟪x, y⟫_ℂ) (f := fun b => (ψ b : H)) (x := B)
      (innerSL ℂ x).continuous.continuousAt hψ
  have hn : ⟪(ψ B : H), (ψ B : H)⟫_ℂ = 1 := by
    rw [inner_self_eq_norm_sq_to_K, hnorm]
    simp
  have hne : ⟪(ψ B : H), (ψ B : H)⟫_ℂ ≠ 0 := by
    rw [hn]
    exact one_ne_zero
  have h0 := hEig.self_of_nhds
  -- the difference quotient, written with the states at `b` and at `B`
  have hg : ContinuousAt (fun b : ℝ => (⟪L (ψ B), (ψ b : H)⟫_ℂ
      + ((b : ℂ) + B) * ⟪Q (ψ B), (ψ b : H)⟫_ℂ) / ⟪(ψ B : H), (ψ b : H)⟫_ℂ) B :=
    ((hc _).add ((Complex.continuous_ofReal.continuousAt.add continuousAt_const).mul
      (hc _))).div (hc _) hne
  have hval : (⟪L (ψ B), (ψ B : H)⟫_ℂ + ((B : ℂ) + B) * ⟪Q (ψ B), (ψ B : H)⟫_ℂ)
      / ⟪(ψ B : H), (ψ B : H)⟫_ℂ = average L (ψ B) + 2 * B * average Q (ψ B) := by
    rw [hn, div_one, hL (ψ B) (ψ B), hQ (ψ B) (ψ B)]
    simp only [average]
    ring
  rw [hasDerivAt_iff_tendsto_slope, ← hval]
  refine (hg.tendsto.mono_left nhdsWithin_le_nhds).congr' ?_
  filter_upwards [self_mem_nhdsWithin, nhdsWithin_le_nhds hEig,
    nhdsWithin_le_nhds ((hc _).eventually_ne hne)] with b hbB hb hs
  have hbB' : b ≠ B := hbB
  have hd : (b : ℂ) - B ≠ 0 := sub_ne_zero.mpr (by exact_mod_cast hbB')
  -- compare the two eigenvalue equations
  have key : ((energy b : ℂ) - energy B) * ⟪(ψ B : H), (ψ b : H)⟫_ℂ
      = ((b : ℂ) - B) * (⟪L (ψ B), (ψ b : H)⟫_ℂ
        + ((b : ℂ) + B) * ⟪Q (ψ B), (ψ b : H)⟫_ℂ) := by
    have e1 := congrArg (fun x : H => ⟪(ψ B : H), x⟫_ℂ) hb
    have e2 := congrArg (fun x : H => ⟪x, (ψ b : H)⟫_ℂ) h0
    simp only [hamiltonian, kinetic, LinearMap.add_apply, LinearMap.smul_apply,
      inner_add_left, inner_add_right, inner_smul_left, inner_smul_right, map_pow,
      Complex.conj_ofReal] at e1 e2
    linear_combination e2 - e1 - hT (ψ B) (ψ b) - hV (ψ B) (ψ b)
      - (b : ℂ) * hL (ψ B) (ψ b) - (b : ℂ) ^ 2 * hQ (ψ B) (ψ b)
  rw [slope_def_module, Complex.real_smul, div_eq_iff hs]
  push_cast
  rw [mul_assoc, key, inv_mul_cancel_left₀ hd]

/-- Magnetic virial theorem with the slope of the energy: under the hypotheses of the two
preceding theorems, `2⟨K⟩ + ⟨V⟩ = 2B dE/dB`. -/
theorem magnetic_virial_slope {G T V L Q : D →ₗ[ℂ] H} (hG : SymmetricOn G)
    (hT : HasDilationWeight G T 2) (hV : HasDilationWeight G V 1)
    (hL : HasDilationWeight G L 0) (hQ : HasDilationWeight G Q (-2))
    (sT : SymmetricOn T) (sV : SymmetricOn V) (sL : SymmetricOn L) (sQ : SymmetricOn Q)
    {B : ℝ} {energy : ℝ → ℝ} {ψ : ℝ → D}
    (hEig : ∀ᶠ b in 𝓝 B, hamiltonian T V L Q b (ψ b) = (energy b : ℂ) • (ψ b : H))
    (hψ : ContinuousAt (fun b => (ψ b : H)) B) (hnorm : ‖(ψ B : H)‖ = 1) :
    2 * average (kinetic T L Q B) (ψ B) + average V (ψ B)
      = 2 * B * deriv (fun b : ℝ => (energy b : ℂ)) B := by
  rw [(hellmann_feynman_field sT sV sL sQ hEig hψ hnorm).deriv]
  exact magnetic_virial hG hT hV hL hQ hEig.self_of_nhds

/-- The line of vectors in `ℂ²` whose second component vanishes. -/
def line : Submodule ℂ (EuclideanSpace ℂ (Fin 2)) where
  carrier := {x | x.ofLp 1 = 0}
  add_mem' := by
    intro x y hx hy
    simp_all
  zero_mem' := by simp
  smul_mem' := by
    intro c x hx
    simp_all

/-- The operator on the line that sends `(x, 0)` to `(a x, b x)`. -/
def column (a b : ℂ) : line →ₗ[ℂ] EuclideanSpace ℂ (Fin 2) where
  toFun φ := !₂[a * φ.1.ofLp 0, b * φ.1.ofLp 0]
  map_add' φ χ := by
    ext i
    fin_cases i <;> simp [mul_add]
  map_smul' c φ := by
    ext i
    fin_cases i <;> simp <;> ring

/-- Matrix elements between the images of two states under column operators. -/
theorem inner_column_column (a b c d : ℂ) (φ χ : line) :
    ⟪column a b φ, column c d χ⟫_ℂ
      = (conj a * c + conj b * d) * (conj (φ.1.ofLp 0) * χ.1.ofLp 0) := by
  simp [column, PiLp.inner_apply, Fin.sum_univ_two]
  ring

/-- Matrix elements of a column operator between two states of the line. -/
theorem inner_column (c d : ℂ) (φ χ : line) :
    ⟪(φ : EuclideanSpace ℂ (Fin 2)), column c d χ⟫_ℂ
      = c * (conj (φ.1.ofLp 0) * χ.1.ofLp 0) := by
  have hφ : φ.1.ofLp 1 = 0 := φ.2
  simp [column, PiLp.inner_apply, Fin.sum_univ_two, hφ]
  ring

/-- Explicit column operators on the line in `ℂ²` that meet all hypotheses of the magnetic
virial theorem at `B = 1`, with every state of the line an eigenstate of energy `1`. -/
theorem magnetic_virial_witness :
    SymmetricOn (column 0 (-Complex.I)) ∧
    HasDilationWeight (column 0 (-Complex.I)) (column 3 3) 2 ∧
    HasDilationWeight (column 0 (-Complex.I)) (column (-4) (-2)) 1 ∧
    HasDilationWeight (column 0 (-Complex.I)) (column 1 0) 0 ∧
    HasDilationWeight (column 0 (-Complex.I)) (column 1 (-1)) (-2) ∧
    ∀ ψ : line, hamiltonian (column 3 3) (column (-4) (-2)) (column 1 0) (column 1 (-1)) 1 ψ
      = ((1 : ℝ) : ℂ) • (ψ : EuclideanSpace ℂ (Fin 2)) := by
  refine ⟨?_, ?_, ?_, ?_, ?_, ?_⟩
  · intro φ χ
    rw [← inner_conj_symm, inner_column, inner_column]
    simp only [zero_mul, map_zero]
  iterate 4
    · intro φ χ
      rw [inner_column_column, inner_column_column, inner_column]
      simp only [map_neg, map_ofNat, map_one, map_zero, Complex.conj_I]
      push_cast
      ring
  · intro ψ
    have hψ : ψ.1.ofLp 1 = 0 := ψ.2
    ext i
    fin_cases i <;> simp [hamiltonian, kinetic, column, hψ] <;> ring

end

end MagneticVirial
```

```lean
#print axioms MagneticVirial.hasDilationWeight_of_commutator
#print axioms MagneticVirial.magnetic_virial
#print axioms MagneticVirial.magnetic_virial_slope
```

```
'MagneticVirial.hasDilationWeight_of_commutator' depends on axioms: [propext, Classical.choice, Quot.sound]
'MagneticVirial.magnetic_virial' depends on axioms: [propext, Classical.choice, Quot.sound]
'MagneticVirial.magnetic_virial_slope' depends on axioms: [propext, Classical.choice, Quot.sound]
```

## The derivation in Lean

`hasDilationWeight_of_commutator` recovers the relation between states from the ordinary commutator when \(G\) and \(A\) are symmetric and preserve \(D\). It moves each operator across the inner product once and adds the commutator identity.

`hypervirial` is the vanishing difference above, obtained by rewriting with the eigenvalue equation. In `magnetic_virial`, `simp only` expands the Hamiltonian, and the first `linear_combination` subtracts the four weight relations with factors \(1,1,B,B^2\). This yields `hX`, the equation with the common factor \(i\). Cancelling \(i\) gives `hY`, and the last line rearranges it.

In `hellmann_feynman_field`, `key` is the comparison of the two eigenvalue equations, `hg` is the continuity of the resulting quotient, and `hval` is its value at \(B\). The derivative is then the limit of slopes, which agree with that quotient for \(b\neq B\) near \(B\). `magnetic_virial_slope` combines the two theorems.

`magnetic_virial_witness` shows that the hypotheses of `magnetic_virial` are consistent with nonzero terms. Its domain is a line in \(\mathbb C^2\), and \(G\), \(T\), \(V\) and \(Q\) map out of that line. This matters: if \(D=H\) is finite-dimensional, a symmetric operator of nonzero weight under a symmetric \(G\) must vanish. For a unit vector on the line, \(\langle T\rangle=3\), \(\langle V\rangle=-4\) and \(\langle L\rangle=\langle Q\rangle=1\), so at \(B=1\) both sides equal 6.
